# Two four-coupling multiplets with the same line positions and different intensities

The coupling lists (1,1,1,4) and (1,1,2,3), in units of a nonzero frequency J, give first-order NMR multiplets with the same eight equally spaced line positions. The line one unit from the edge has intensity 3 in the first multiplet and 2 in the second, out of a total of 16 in each. For ideal first-order multiplets with coupling to spin-1/2 nuclei, a list of line positions can therefore leave the coupling constants undetermined.

## Counting subset sums

Let the signal of one nucleus be centred at the frequency ν and split by n spin-1/2 nuclei with coupling constants k₁J, …, kₙJ, where the kᵢ are non-negative integers with sum N. Each coupling shifts a line by +kᵢJ/2 or −kᵢJ/2. If S is the set of couplings taken with the plus sign and m is the sum of kᵢ over S, the line lies at

ν + mJ/2 − (N − m)J/2 = ν + (m − N/2)J.

Call m the offset of the line. Since J ≠ 0, different offsets give different frequencies, so the intensity at offset m is the number of subsets S with sum m, where couplings of equal size to different nuclei count as different members.

To find the occupied offsets, add the couplings one at a time. If the subset sums so far fill 0, …, T, a further coupling k adds the block k, …, k + T. There is no gap between the blocks if k ≤ T + 1. The ranges grow as follows:

1, 1, 1, 4: 0–1, 0–2, 0–3, 0–7
1, 1, 2, 3: 0–1, 0–2, 0–4, 0–7

Both lists fill the integers 0 to 7.

When all kᵢ are positive, a subset with sum 1 consists of a single coupling equal to 1. The intensity at offset 1 is thus the number of unit couplings: 3 for the first list and 2 for the second. As fractions of the total intensity these are 3/16 and 1/8.

The same argument applies to (1,1,3) and (1,2,2). Both fill 0 to 5, with intensities 2 and 1 at offset 1.

Two couplings 0 < a ≤ b behave differently. Their lines are at

ν ± (a + b)/2 and ν ± (b − a)/2.

If 0 < c ≤ d gives the same positions about the same centre, the outermost lines give a + b = c + d. Because a > 0, the inner lines lie strictly inside the outer ones, so they must match the other inner lines, and b − a = d − c. Adding and subtracting the two equations gives a = c and b = d.

Positivity matters here. The pairs (−1, 2) and (1, 2) have the same four lines, because reversing the sign of a coupling only exchanges its two branches.

## The splitting tree and its integer description

In Lean 4 with Mathlib:

```lean
import Mathlib

open List

namespace MultipletPositionAmbiguity

noncomputable section
```

A multiplet is a list of real frequencies. Coinciding lines remain as repeated entries, so `x ∈ splitTree ν L` says that there is a line at x, and `count` gives its intensity.

```lean
/-- The first-order splitting tree: each coupling `J` splits a line at `ν` into two lines
at `ν - J/2` and `ν + J/2`. Coinciding lines are kept as repeated entries. -/
def splitTree (ν : ℝ) : List ℝ → List ℝ
  | [] => [ν]
  | J :: L => splitTree (ν - J / 2) L ++ splitTree (ν + J / 2) L
```

Every entry of the list has the same weight, and the model has no linewidths or strong-coupling effects. For integer couplings, a common unit J is factored out.

```lean
/-- The multiplet centred at `ν` whose couplings are the integer multiples `L` of a unit `J`. -/
def multiplet (ν J : ℝ) (L : List ℕ) : List ℝ :=
  splitTree ν (L.map (fun k : ℕ => (k : ℝ) * J))
```

The next function lists the subset sums with repetition: first those that omit the leading coupling k, then those that include it.

```lean
/-- All subset sums of a list of integer couplings, with repetition. -/
def offsets : List ℕ → List ℕ
  | [] => [0]
  | k :: L => offsets L ++ (offsets L).map (fun m => k + m)
```

An offset is converted to a frequency by the formula derived above. Offset 0 is the low-frequency edge for J > 0 and the high-frequency edge for J < 0.

```lean
/-- The frequency `m` units `J` from the edge `ν - N J / 2` of a multiplet
with total coupling `N J`. -/
def lineFreq (ν J : ℝ) (N m : ℕ) : ℝ := ν + ((m : ℝ) - (N : ℝ) / 2) * J
```

The condition for filling the range without gaps is read from the head of the list, with the tail already treated. It is sufficient but depends on the order, which is why the lists appear below with their large couplings first.

```lean
/-- Each coupling is at most one unit larger than the sum of those after it in the list. -/
def Gapless : List ℕ → Prop
  | [] => True
  | k :: L => k ≤ L.sum + 1 ∧ Gapless L
```

## From subset sums to positions and intensities

The first theorem identifies the tree with the shifted and scaled subset sums. The induction lets ν vary, since each branch has its own centre. In both branches `ring` checks that the frequencies agree.

```lean
/-- The lines of the splitting tree are the subset sums of the couplings, measured from
the edge of the multiplet in units of `J`. -/
theorem multiplet_eq (ν J : ℝ) (L : List ℕ) :
    multiplet ν J L = (offsets L).map (lineFreq ν J L.sum) := by
  unfold multiplet
  induction L generalizing ν with
  | nil => simp [splitTree, offsets, lineFreq]
  | cons k L ih =>
    simp only [List.map_cons, splitTree, offsets, List.map_append, List.map_map, ih,
      List.sum_cons]
    -- the lower branch omits the coupling `k`, the upper branch includes it
    refine congrArg₂ (· ++ ·) (List.map_congr_left fun m _ => ?_)
      (List.map_congr_left fun m _ => ?_)
    · simp only [lineFreq]
      push_cast
      ring
    · simp only [lineFreq, Function.comp_apply]
      push_cast
      ring
```

The block argument becomes an induction on the list. For an offset m beyond the tail's total, the proof uses m − k as the offset in the tail, and `omega` checks the bounds.

```lean
/-- The subset sums of a gapless list of couplings are exactly the integers from zero to
the total coupling. -/
theorem mem_offsets_iff {L : List ℕ} (h : Gapless L) (m : ℕ) :
    m ∈ offsets L ↔ m ≤ L.sum := by
  induction L generalizing m with
  | nil => simp [offsets]
  | cons k L ih =>
    obtain ⟨hk, hL⟩ := h
    simp only [offsets, List.mem_append, List.mem_map, ih hL, List.sum_cons]
    constructor
    · rintro (h | ⟨x, hx, rfl⟩) <;> omega
    · intro hm
      -- the shifted copy starts no later than one unit after the first copy ends
      by_cases h : m ≤ L.sum
      · exact Or.inl h
      · exact Or.inr ⟨m - k, by omega, by omega⟩
```

Combining the two results gives the line positions.

```lean
/-- A gapless list of couplings with total `N` has lines exactly at the frequencies `lineFreq ν J N
m` with `m` from `0` to `N`. These are distinct when `J` is nonzero. -/
theorem mem_multiplet_iff {L : List ℕ} (h : Gapless L) {N : ℕ} (hN : L.sum = N)
    (ν J x : ℝ) : x ∈ multiplet ν J L ↔ ∃ m, m ≤ N ∧ lineFreq ν J N m = x := by
  rw [multiplet_eq, hN]
  simp only [List.mem_map, mem_offsets_iff h, hN]
```

Intensities carry over because `lineFreq` is injective for J ≠ 0, and an injective map preserves the number of occurrences.

```lean
/-- For a nonzero unit of coupling, the intensity of a line is the number of ways to write
its offset as a subset sum of the couplings. -/
theorem intensity_eq {L : List ℕ} {N : ℕ} (hN : L.sum = N) (ν : ℝ) {J : ℝ} (hJ : J ≠ 0)
    (m : ℕ) : (multiplet ν J L).count (lineFreq ν J N m) = (offsets L).count m := by
  have hinj : Function.Injective (lineFreq ν J N) := by
    intro a b hab
    simp only [lineFreq] at hab
    have h1 := mul_right_cancel₀ hJ (add_left_cancel hab)
    have h2 : (a : ℝ) = b := by linarith
    exact_mod_cast h2
  rw [multiplet_eq, hN]
  exact List.count_map_of_injective _ _ hinj _
```

## The lines at the edge

With positive couplings, only the empty subset has sum 0. In the induction, the branch that includes k contributes nothing at offset 0.

```lean
/-- For positive integer couplings, zero occurs exactly once among the subset sums. -/
theorem count_offset_zero {L : List ℕ} (h : ∀ k ∈ L, 0 < k) :
    (offsets L).count 0 = 1 := by
  induction L with
  | nil => simp [offsets]
  | cons k L ih =>
    have hk : 0 < k := h k (by simp)
    have h0 : ((offsets L).map (fun m => k + m)).count 0 = 0 := by
      refine List.count_eq_zero.2 ?_
      simp only [List.mem_map]
      rintro ⟨m, _, hm⟩
      omega
    rw [offsets, List.count_append, h0, ih (fun j hj => h j (List.mem_cons_of_mem _ hj))]
```

At offset 1, a leading coupling k = 1 moves the single edge line there and adds one to the count. A larger k adds nothing. These are the two cases of `by_cases`.

```lean
/-- For positive integer couplings, one occurs among the subset sums as many times as it occurs
among the couplings. -/
theorem count_offset_one {L : List ℕ} (h : ∀ k ∈ L, 0 < k) :
    (offsets L).count 1 = L.count 1 := by
  induction L with
  | nil => simp [offsets]
  | cons k L ih =>
    have hk : 0 < k := h k (by simp)
    have hL : ∀ j ∈ L, 0 < j := fun j hj => h j (List.mem_cons_of_mem _ hj)
    rw [offsets, List.count_append, ih hL]
    by_cases h1 : k = 1
    · subst h1
      -- adding a unit coupling turns the single subset sum zero into one
      have h2 : ((offsets L).map (fun m => 1 + m)).count 1 = 1 := by
        have h3 := List.count_map_of_injective (offsets L) (fun m => 1 + m)
          (fun a b hab => by simpa using hab) 0
        rw [count_offset_zero hL] at h3
        exact h3
      rw [h2, List.count_cons_self]
    · have h2 : ((offsets L).map (fun m => k + m)).count 1 = 0 := by
        refine List.count_eq_zero.2 ?_
        simp only [List.mem_map]
        rintro ⟨m, _, hm⟩
        omega
      rw [h2]
      simp [h1]
```

## Four couplings, three couplings and two

The main theorem has four parts: the positions of each multiplet, then the intensity at offset 1 in each. The positions follow from `mem_multiplet_iff`. For the intensities, `intensity_eq` and `count_offset_one` reduce the question to counting the ones in a short list, which `decide` does.

```lean
/-- The couplings (1,1,1,4) and (1,1,2,3), in units of `J`, both give lines exactly at the
offsets 0 to 7, but the line at offset 1 has intensity 3 in the first multiplet and 2 in
the second. -/
theorem same_positions_different_intensities (ν : ℝ) {J : ℝ} (hJ : J ≠ 0) :
    (∀ x, x ∈ multiplet ν J [4, 1, 1, 1] ↔ ∃ m, m ≤ 7 ∧ lineFreq ν J 7 m = x) ∧
    (∀ x, x ∈ multiplet ν J [3, 2, 1, 1] ↔ ∃ m, m ≤ 7 ∧ lineFreq ν J 7 m = x) ∧
    (multiplet ν J [4, 1, 1, 1]).count (lineFreq ν J 7 1) = 3 ∧
    (multiplet ν J [3, 2, 1, 1]).count (lineFreq ν J 7 1) = 2 := by
  refine ⟨mem_multiplet_iff (by simp [Gapless]) (by simp) ν J,
    mem_multiplet_iff (by simp [Gapless]) (by simp) ν J, ?_, ?_⟩
  -- the intensity at offset one counts the unit couplings
  · rw [intensity_eq (by simp) ν hJ, count_offset_one (by simp)]
    decide
  · rw [intensity_eq (by simp) ν hJ, count_offset_one (by simp)]
    decide
```

For three couplings, the theorem states directly that the two multiplets have the same positions. Both are rewritten as offsets 0 to 5.

```lean
/-- Three couplings can already be ambiguous: (1,1,3) and (1,2,2) give the same line
positions, with intensities 2 and 1 at offset 1. -/
theorem three_couplings_ambiguous (ν : ℝ) {J : ℝ} (hJ : J ≠ 0) :
    (∀ x, x ∈ multiplet ν J [3, 1, 1] ↔ x ∈ multiplet ν J [2, 2, 1]) ∧
    (multiplet ν J [3, 1, 1]).count (lineFreq ν J 5 1) = 2 ∧
    (multiplet ν J [2, 2, 1]).count (lineFreq ν J 5 1) = 1 := by
  refine ⟨fun x => ?_, ?_, ?_⟩
  · rw [mem_multiplet_iff (N := 5) (by simp [Gapless]) (by simp),
      mem_multiplet_iff (N := 5) (by simp [Gapless]) (by simp)]
  · rw [intensity_eq (by simp) ν hJ, count_offset_one (by simp)]
    decide
  · rw [intensity_eq (by simp) ν hJ, count_offset_one (by simp)]
    decide
```

The last theorem concerns arbitrary positive real couplings, not only integer multiples of a unit. The hypothesis `h` compares positions only, and the shared ν expresses that the centre is known. In the proof, `h1` and `h2` place the top line of each multiplet in the other, which yields the equality of the sums `hs`. Then `h3` places an inner line of the first multiplet in the second. In each possible match, `linarith` either derives the required equalities or finds a contradiction with the ordering and positivity assumptions.

```lean
/-- Two positive real couplings, listed in increasing order, are determined by the line
positions of a multiplet with known centre. -/
theorem two_couplings_determined {ν a b c d : ℝ} (ha : 0 < a) (hab : a ≤ b)
    (hc : 0 < c) (hcd : c ≤ d)
    (h : ∀ x, x ∈ splitTree ν [a, b] ↔ x ∈ splitTree ν [c, d]) : a = c ∧ b = d := by
  simp only [splitTree, List.mem_append, List.mem_singleton] at h
  have h1 := (h (ν + a / 2 + b / 2)).1 (Or.inr (Or.inr rfl))
  have h2 := (h (ν + c / 2 + d / 2)).2 (Or.inr (Or.inr rfl))
  have h3 := (h (ν + a / 2 - b / 2)).1 (Or.inr (Or.inl rfl))
  -- the outermost lines give the sum of the couplings
  have hs : a + b = c + d := by
    rcases h1 with (h1 | h1) | (h1 | h1) <;> rcases h2 with (h2 | h2) | (h2 | h2) <;>
      linarith
  -- the inner lines give their difference
  rcases h3 with (h3 | h3) | (h3 | h3) <;> constructor <;> linarith

end

end MultipletPositionAmbiguity
```

```lean
#print axioms MultipletPositionAmbiguity.same_positions_different_intensities
#print axioms MultipletPositionAmbiguity.three_couplings_ambiguous
#print axioms MultipletPositionAmbiguity.two_couplings_determined
```

```
'MultipletPositionAmbiguity.same_positions_different_intensities' depends on axioms: [propext, Classical.choice, Quot.sound]
'MultipletPositionAmbiguity.three_couplings_ambiguous' depends on axioms: [propext, Classical.choice, Quot.sound]
'MultipletPositionAmbiguity.two_couplings_determined' depends on axioms: [propext, Classical.choice, Quot.sound]
```
